# For spin 3/2, the quadrupole operator of the axial tensor diag(-1, -1, 2) is diag(3, -3, -3, 3) in the J_z basis

The quadrupole operator here is the sum of T_ab J_a J_b over the three Cartesian directions, with dimensionless spin-3/2 matrices J_a and no coupling constant in front. For the axial tensor T = diag(-1, -1, 2), `quadrupole_axial` states that this operator is diagonal in the basis m = 3/2, 1/2, -1/2, -3/2, with entry 3 for m = ±3/2 and -3 for m = ±1/2. The proof specialises `quadrupole_spinThreeHalves`, which gives the 4 × 4 matrix for any symmetric traceless tensor. It must therefore check that this T is symmetric and has trace zero, and then compare the two matrices entry by entry.

Lean 4 with Mathlib refuses this proof:

```lean
import Mathlib

open Matrix Complex

namespace QuadrupoleHyperfine

noncomputable section

local notation "s3" => ((Real.sqrt 3 : ℝ) : ℂ)

/-- The quadrupole operator `∑ T_ab J_a J_b` built from a tensor `T` and three matrices `J`. -/
def quadrupole {n : Type*} [Fintype n] (J : Fin 3 → Matrix n n ℂ)
    (T : Matrix (Fin 3) (Fin 3) ℂ) : Matrix n n ℂ :=
  ∑ a, ∑ b, T a b • (J a * J b)

/-- The spin-3/2 combination `2 p J_z + q J₊ + r J₋` of `J_z` and the ladder operators, in the
basis `m = 3/2, 1/2, -1/2, -3/2`. -/
def ladder (p q r : ℂ) : Matrix (Fin 4) (Fin 4) ℂ :=
  !![3 * p, q * s3, 0, 0; r * s3, p, 2 * q, 0; 0, 2 * r, -p, q * s3; 0, 0, r * s3, -(3 * p)]

/-- The spin-3/2 matrices `J_x = (J₊ + J₋)/2`, `J_y = (J₊ - J₋)/(2i)` and `J_z`. -/
def spinThreeHalves : Fin 3 → Matrix (Fin 4) (Fin 4) ℂ :=
  ![ladder 0 (1/2) (1/2), ladder 0 (-I/2) (I/2), ladder (1/2) 0 0]

lemma spinThreeHalves_components :
    spinThreeHalves 0 = ladder 0 (1/2) (1/2) ∧ spinThreeHalves 1 = ladder 0 (-I/2) (I/2) ∧
    spinThreeHalves 2 = ladder (1/2) 0 0 := ⟨rfl, rfl, rfl⟩

lemma s3_sq : s3 ^ 2 = 3 := by
  rw [← Complex.ofReal_pow, Real.sq_sqrt (by norm_num)]
  norm_num

set_option maxHeartbeats 400000 in
/-- The product of two combinations of `J_z`, `J₊` and `J₋` for spin 3/2. -/
lemma ladder_mul (p q r p' q' r' : ℂ) : ladder p q r * ladder p' q' r' =
    !![9*p*p' + 3*q*r', s3*(3*p*q' + q*p'), 2*s3*q*q', 0;
       s3*(3*r*p' + p*r'), 3*r*q' + p*p' + 4*q*r', 2*(p*q' - q*p'), 2*s3*q*q';
       2*s3*r*r', 2*(r*p' - p*r'), 4*r*q' + p*p' + 3*q*r', -(s3*(p*q' + 3*q*p'));
       0, 2*s3*r*r', -(s3*(r*p' + 3*p*r')), 3*r*q' + 9*p*p'] := by
  have h3 := s3_sq
  unfold ladder
  generalize s3 = s at h3 ⊢
  ext i k
  fin_cases i <;> fin_cases k <;>
    simp [Matrix.mul_apply, Fin.sum_univ_four,
      -mul_eq_mul_left_iff, -mul_eq_mul_right_iff] <;> grind

set_option maxHeartbeats 400000 in
/-- The matrix of the spin-3/2 quadrupole operator for a symmetric traceless tensor. -/
theorem quadrupole_spinThreeHalves (T : Matrix (Fin 3) (Fin 3) ℂ) (hs : T.IsSymm)
    (ht : T.trace = 0) :
    quadrupole spinThreeHalves T =
      !![3/2 * T 2 2, s3 * (T 0 2 - I * T 1 2), s3/2 * (T 0 0 - T 1 1 - 2 * I * T 0 1), 0;
         s3 * (T 0 2 + I * T 1 2), -(3/2 * T 2 2), 0, s3/2 * (T 0 0 - T 1 1 - 2 * I * T 0 1);
         s3/2 * (T 0 0 - T 1 1 + 2 * I * T 0 1), 0, -(3/2 * T 2 2), -(s3 * (T 0 2 - I * T 1 2));
         0, s3/2 * (T 0 0 - T 1 1 + 2 * I * T 0 1), -(s3 * (T 0 2 + I * T 1 2)),
           3/2 * T 2 2] := by
  have hI := Complex.I_sq
  have h10 : T 1 0 = T 0 1 := hs.apply 0 1
  have h20 : T 2 0 = T 0 2 := hs.apply 0 2
  have h21 : T 2 1 = T 1 2 := hs.apply 1 2
  rw [Matrix.trace_fin_three] at ht
  simp only [quadrupole, Fin.sum_univ_three, spinThreeHalves_components, ladder_mul]
  generalize s3 = s
  ext i k
  fin_cases i <;> fin_cases k <;>
    simp [h10, h20, h21, -mul_eq_mul_left_iff, -mul_eq_mul_right_iff] <;> grind

/-- For the axial tensor `diag(-1, -1, 2)` the spin-3/2 quadrupole operator is diagonal, with
entry `3` for `m = ±3/2` and `-3` for `m = ±1/2`. -/
theorem quadrupole_axial :
    quadrupole spinThreeHalves !![-1, 0, 0; 0, -1, 0; 0, 0, 2] =
      !![3, 0, 0, 0; 0, -3, 0, 0; 0, 0, -3, 0; 0, 0, 0, 3] := by
  rw [quadrupole_spinThreeHalves _
    (by ext i k; fin_cases i <;> fin_cases k <;> rfl)
    (by norm_num [Matrix.trace_fin_three])]
  ext i k
  fin_cases i <;> fin_cases k <;> norm_num

end

end QuadrupoleHyperfine
```

Lean reports:

```
Main.lean:76:5: error: unsolved goals
⊢ -2 + vecCons (![-1, 0, 0] 2) (fun i => vecCons (![0, -1, 0] 2) (fun i => ![0, 0, 2] 2) i) 2 = 0
Main.lean:73:62: error: unsolved goals
case «0».«0»
⊢ 3 / 2 * vecCons (![-1, 0, 0] 2) (fun i => vecCons (![0, -1, 0] 2) (fun i => ![0, 0, 2] 2) i) 2 = 3

case «0».«1»
⊢ ![-1, 0, 0] 2 - I * ![0, -1, 0] 2 = 0

case «1».«0»
⊢ ![-1, 0, 0] 2 + I * ![0, -1, 0] 2 = 0

case «1».«1»
⊢ 3 / 2 * vecCons (![-1, 0, 0] 2) (fun i => vecCons (![0, -1, 0] 2) (fun i => ![0, 0, 2] 2) i) 2 = 3

case «2».«2»
⊢ 3 / 2 * vecCons (![-1, 0, 0] 2) (fun i => vecCons (![0, -1, 0] 2) (fun i => ![0, 0, 2] 2) i) 2 = 3

case «2».«3»
⊢ ![-1, 0, 0] 2 - I * ![0, -1, 0] 2 = 0

case «3».«2»
⊢ ![-1, 0, 0] 2 + I * ![0, -1, 0] 2 = 0

case «3».«3»
⊢ 3 / 2 * vecCons (![-1, 0, 0] 2) (fun i => vecCons (![0, -1, 0] 2) (fun i => ![0, 0, 2] 2) i) 2 = 3
```

Diagnosis. Both messages report goals that `norm_num` simplified but could not close. The first is the trace condition; the second lists eight of the sixteen matrix entries. In all of them what remains is an unevaluated vector lookup at index 2, such as `![-1, 0, 0] 2`.

Lookups at 0 and 1 are covered by ordinary simp lemmas, which `norm_num` uses. A lookup at 2 in a literal vector is left to the simproc `Matrix.cons_val`, and `norm_num` does not run simprocs. So it never learns that, for instance, the last diagonal entry of the tensor is 2.

In the trace proof, `rw` now expands the trace and `change` restates the goal as `(-1 : ℂ) + -1 + 2 = 0`, which Lean accepts because the lookups compute to these numbers by definition. Only arithmetic is left for `norm_num`. In the entrywise comparison, `simp` replaces `norm_num`: it does run the simproc, so it evaluates the lookups and closes the goals.

The mended proof, as a diff:

```diff
@@ -74,7 +74,7 @@
   rw [quadrupole_spinThreeHalves _
     (by ext i k; fin_cases i <;> fin_cases k <;> rfl)
-    (by norm_num [Matrix.trace_fin_three])]
+    (by rw [Matrix.trace_fin_three]; change (-1 : ℂ) + -1 + 2 = 0; norm_num)]
   ext i k
-  fin_cases i <;> fin_cases k <;> norm_num
+  fin_cases i <;> fin_cases k <;> simp
 
 end
```
